# The Laplacian form of the kinetic energy density of a hydrogen-like 1s orbital is (Z/r − Z²/2) times the electron density

For one electron in the 1s orbital φ(r) = √(Z³/π) e^(−Zr) of a nucleus of charge Z, in atomic units, the Laplacian form of the kinetic energy density is −φ∇²φ/2. The theorem `tauLap_orbital` states that at every distance r > 0 this equals Z(2 − Zr)/(2r) · φ², which is (Z/r − Z²/2) times the density φ². The orbital is normalised when Z > 0, though the statement lets Z be any real number. The proof puts the known first and second derivatives of φ into the radial Laplacian, replaces the value φ(r) by a variable `p`, and leaves the remaining algebra to `field_simp` and `ring`.

As first written in Lean, the proof fails:

```lean
import Mathlib

open MeasureTheory Set Real

namespace HydrogenKineticEnergyDensity

noncomputable section

/-- The Laplacian of a spherically symmetric function, `f'' + 2 f' / r`. -/
def radialLaplacian (f : ℝ → ℝ) (r : ℝ) : ℝ := deriv (deriv f) r + 2 * deriv f r / r

/-- The Laplacian form `-φ D φ / 2` of the kinetic energy density of a radial orbital. -/
def tauLap (f : ℝ → ℝ) (r : ℝ) : ℝ := -(f r * radialLaplacian f r) / 2

/-- The 1s orbital of a one-electron atom or ion with nuclear charge `Z`, in atomic units. -/
def orbital (Z r : ℝ) : ℝ := Real.sqrt (Z ^ 3 / π) * Real.exp (-(Z * r))

/-- The 1s orbital decays at the rate `Z`: its slope is `-Z φ`. -/
theorem hasDerivAt_orbital (Z r : ℝ) : HasDerivAt (orbital Z) (-Z * orbital Z r) r := by
  have h : HasDerivAt (fun s : ℝ => -(Z * s)) (-Z) r :=
    ((hasDerivAt_id' r).const_mul Z).fun_neg.congr_deriv (by ring)
  exact (h.exp.const_mul (Real.sqrt (Z ^ 3 / π))).congr_deriv (by unfold orbital; ring)

theorem deriv_orbital (Z : ℝ) : deriv (orbital Z) = fun r => -Z * orbital Z r :=
  funext fun r => (hasDerivAt_orbital Z r).deriv

/-- The Laplacian form of the 1s kinetic energy density is `(Z / r - Z² / 2) n`, written
over a common denominator. -/
theorem tauLap_orbital (Z : ℝ) {r : ℝ} (hr : 0 < r) :
    tauLap (orbital Z) r = Z * (2 - Z * r) / (2 * r) * orbital Z r ^ 2 := by
  have h := ((hasDerivAt_orbital Z r).const_mul (-Z)).deriv
  unfold tauLap radialLaplacian
  rw [deriv_orbital, h]
  generalize orbital Z r = p
  field_simp <;> ring

end

end HydrogenKineticEnergyDensity
```

Messages:

```
Try this:
  [apply] ring_nf
  
  The `ring` tactic failed to close the goal. Use `ring_nf` to obtain a normal form.
    
  Note that `ring` works primarily in *commutative* rings. If you have a noncommutative ring, abelian group or module, consider using `noncomm_ring`, `abel` or `module` instead.
Main.lean:30:74: error: unsolved goals
Z r : ℝ
hr : 0 < r
h : deriv (fun y => -Z * orbital Z y) r = -Z * (-Z * orbital Z r)
p : ℝ
⊢ p * Z * orbital Z r * 2 - p ^ 2 * Z ^ 2 * r = p ^ 2 * Z * 2 - p ^ 2 * Z ^ 2 * r
```

The "Try this" message says that `ring` could not close the goal and only brought it to a normal form. The error shows what was left: an equation containing both `p` and `orbital Z r`. They stand for the same number, but `generalize` keeps no record of that, so the equation can no longer be proved.

The stray `orbital Z r` comes from the first-derivative term. Rewriting with `deriv_orbital` turns `deriv (orbital Z) r` into `(fun r => -Z * orbital Z r) r`, a function not yet applied to its argument. Inside it the orbital is evaluated at the bound variable, so `generalize orbital Z r = p` finds no match there. The later simplification applies the function, and `orbital Z r` appears too late to be replaced.

The added `beta_reduce` applies the function before `generalize` runs, so every occurrence becomes `p` and the algebra closes. Splitting `field_simp <;> ring` into two lines is mere tidying, since there is only one goal.

Lean accepts the file once it reads:

```diff
@@ -32,6 +32,8 @@
   unfold tauLap radialLaplacian
   rw [deriv_orbital, h]
+  beta_reduce
   generalize orbital Z r = p
-  field_simp <;> ring
+  field_simp
+  ring
 
 end
```
